# Two opposite-spin electrons with real orbitals: a determinant of maximal overlap satisfies the Brueckner condition

A correlated state of two electrons, such as the ground state of a stretched hydrogen molecule, is in general not a single Slater determinant. One can still ask which determinant resembles it most, and which excitations are needed to build the state from that determinant.

Take one alpha and one beta electron, with finite orthonormal sets of real orbitals \(\varphi_i\) (\(i\in m\)) for alpha and \(\chi_j\) (\(j\in n\)) for beta. The state is a sum of determinants \(|\varphi_i\alpha\,\chi_j\beta\rangle\) with real coefficients \(C_{ij}\).

```lean
import Mathlib

open Matrix

namespace BruecknerTwoElectron

variable {m n : Type*} [Fintype m] [Fintype n]
```

A determinant is specified by an alpha orbital with components \(u_i\) and a beta orbital with components \(w_j\). Its overlap with the state is

\[
S(u,w)=u^{T}Cw=\sum_{i,j}u_iC_{ij}w_j .
\]

In Lean, `⬝ᵥ` is the real dot product and `*ᵥ` applies a matrix to a vector. The matrix \(C\) is arbitrary: it need be neither square nor symmetric, nor normalized. For a nonzero \(C\), the overlap with the normalized state is \(S\) divided by \(\sqrt{\sum_{ij}C_{ij}^2}\).

```lean
/-- Overlap of the two-electron state with coefficient matrix `C` and the determinant
with alpha orbital `u` and beta orbital `w`. -/
def overlap (C : Matrix m n ℝ) (u : m → ℝ) (w : n → ℝ) : ℝ := u ⬝ᵥ C *ᵥ w
```

A best determinant is a normalized pair whose overlap no other normalized pair exceeds. The two orbitals vary independently, so the competition is among unrestricted determinants with real orbitals and one electron of each spin.

```lean
/-- The orbitals `u` and `w` are normalized, and no other normalized pair has a larger
overlap with the state. -/
structure IsBestDeterminant (C : Matrix m n ℝ) (u : m → ℝ) (w : n → ℝ) : Prop where
  unit_alpha : u ⬝ᵥ u = 1
  unit_beta : w ⬝ᵥ w = 1
  maximal : ∀ u' w', u' ⬝ᵥ u' = 1 → w' ⬝ᵥ w' = 1 → overlap C u' w' ≤ overlap C u w
```

The Brueckner condition says that the state contains no single excitations relative to the determinant. The replacement orbital `v` need not be normalized, since the overlap is linear in it.

```lean
/-- Brueckner condition: the state has no overlap with a determinant in which one of the
orbitals `u`, `w` is replaced by an orbital orthogonal to it. -/
def IsBrueckner (C : Matrix m n ℝ) (u : m → ℝ) (w : n → ℝ) : Prop :=
  (∀ v, v ⬝ᵥ u = 0 → overlap C v w = 0) ∧ (∀ v, v ⬝ᵥ w = 0 → overlap C u v = 0)
```

The last definition collects the real eigenvalues of \(C^{T}C\), each with a nonzero eigenvector. For a normalized state, \(C^{T}C\) is the one-electron density matrix of the beta electron, and its eigenvalues are natural occupation numbers.

```lean
/-- The real eigenvalues of `Cᵀ C`. -/
def gramEigenvalues (C : Matrix m n ℝ) : Set ℝ :=
  {μ | ∃ x : n → ℝ, x ≠ 0 ∧ (Cᵀ * C) *ᵥ x = μ • x}
```

No Hamiltonian appears here. Brillouin's theorem concerns Hamiltonian matrix elements at a determinant of stationary energy; the question below concerns overlaps at a determinant of maximal overlap.

## (a) The sign of a squared length

Show that every real vector \(x\) satisfies

\[
0\le x\cdot x .
\]

**Solution.** The dot product is \(\sum_i x_i^2\), a sum of nonnegative terms.

```lean
/-- The squared length of an orbital is nonnegative. -/
theorem self_nonneg (x : m → ℝ) : 0 ≤ x ⬝ᵥ x :=
  Finset.sum_nonneg fun i _ => mul_self_nonneg (x i)
```

## (b) Exchanging the spins

Show that exchanging the roles of alpha and beta leaves the overlap unchanged:

\[
w^{T}C^{T}u=u^{T}Cw .
\]

**Solution.** Both sides are the double sum \(\sum_{i,j}u_iC_{ij}w_j\). Lean reaches this by moving the matrix from one side of the dot product to the other.

```lean
/-- Exchanging the two spins transposes the coefficient matrix and keeps the overlap. -/
theorem overlap_transpose (C : Matrix m n ℝ) (u : m → ℝ) (w : n → ℝ) :
    overlap Cᵀ w u = overlap C u w := by
  unfold overlap
  rw [Matrix.mulVec_transpose, dotProduct_comm w, Matrix.dotProduct_mulVec]
```

## (c) Normalizing an orbital

Show that for every \(x\neq0\) there are a number \(a\) and a vector \(e\) with

\[
x=a\,e,\qquad a>0,\qquad e\cdot e=1 .
\]

**Solution.** A sum of squares vanishes only if every term does, so \(x\cdot x>0\). Put \(a=\sqrt{x\cdot x}\) and \(e=x/a\). Then \(e\cdot e=(x\cdot x)/a^2=1\).

```lean
/-- Every nonzero orbital is a positive multiple of a normalized one. -/
theorem normalize (x : m → ℝ) (hx : x ≠ 0) :
    ∃ a : ℝ, 0 < a ∧ ∃ e : m → ℝ, e ⬝ᵥ e = 1 ∧ x = a • e := by
  have px : 0 < x ⬝ᵥ x :=
    lt_of_le_of_ne (self_nonneg x) fun h => hx (dotProduct_self_eq_zero.mp h.symm)
  obtain ⟨a, ha, hs⟩ : ∃ a : ℝ, 0 < a ∧ a * a = x ⬝ᵥ x :=
    ⟨√(x ⬝ᵥ x), Real.sqrt_pos.mpr px, Real.mul_self_sqrt px.le⟩
  have ha' : a ≠ 0 := ha.ne'
  refine ⟨a, ha, a⁻¹ • x, ?_, ?_⟩
  · rw [smul_dotProduct, dotProduct_smul, smul_eq_mul, smul_eq_mul, ← hs]
    field_simp
  · rw [smul_smul, mul_inv_cancel₀ ha', one_smul]
```

## (d) How far the state can stretch a beta orbital

Let \((u,w)\) be a best determinant and \(\sigma=S(u,w)\). Show that for every \(y\)

\[
(Cy)\cdot(Cy)\le\sigma^2\,(y\cdot y).
\]

**Solution.** If \(Cy=0\), the left side is zero and the right side is nonnegative by (a). Otherwise \(y\neq0\) too, and (c) gives \(Cy=a\,e\) and \(y=b\,f\) with \(a,b>0\) and unit vectors \(e,f\). Then

\[
a=e\cdot(Cy)=b\,e^{T}Cf\le b\,\sigma ,
\]

because \((e,f)\) is one of the competing pairs. Both ends are nonnegative, so squaring gives \(a^2\le\sigma^2b^2\), which is the claim.

In the proof, `h2` is the equality in this chain, `h5` is the inequality, and the final `calc` squares it.

```lean
/-- The maximal overlap bounds the factor by which `C` can stretch any beta orbital. -/
theorem image_norm_le {C : Matrix m n ℝ} {u : m → ℝ} {w : n → ℝ}
    (h : IsBestDeterminant C u w) (y : n → ℝ) :
    (C *ᵥ y) ⬝ᵥ (C *ᵥ y) ≤ overlap C u w ^ 2 * (y ⬝ᵥ y) := by
  by_cases hz : C *ᵥ y = 0
  · rw [hz, zero_dotProduct]
    exact mul_nonneg (sq_nonneg _) (self_nonneg y)
  have hy : y ≠ 0 := by
    rintro rfl
    exact hz (Matrix.mulVec_zero C)
  -- compare with the determinant built from the normalized `C y` and `y`
  obtain ⟨a, ha, e, he, hae⟩ := normalize _ hz
  obtain ⟨b, hb, f, hf, rfl⟩ := normalize y hy
  have h1 : (C *ᵥ (b • f)) ⬝ᵥ (C *ᵥ (b • f)) = a ^ 2 := by
    rw [hae, smul_dotProduct, dotProduct_smul, he]
    simp [pow_two]
  have h2 : b * overlap C e f = a := by
    have h3 : e ⬝ᵥ C *ᵥ (b • f) = a := by
      rw [hae, dotProduct_smul, he, smul_eq_mul, mul_one]
    rw [Matrix.mulVec_smul, dotProduct_smul, smul_eq_mul] at h3
    exact h3
  have h4 : (b • f) ⬝ᵥ (b • f) = b ^ 2 := by
    rw [smul_dotProduct, dotProduct_smul, hf]
    simp [pow_two]
  have h5 : a ≤ b * overlap C u w := by
    have h6 := mul_le_mul_of_nonneg_left (h.maximal e f he hf) hb.le
    linarith
  rw [h1, h4]
  calc a ^ 2 ≤ (b * overlap C u w) ^ 2 := pow_le_pow_left₀ ha.le h5 2
    _ = overlap C u w ^ 2 * b ^ 2 := by ring
```

## (e) The image of the best beta orbital

For a best determinant \((u,w)\) with overlap \(\sigma\), show that

\[
Cw=\sigma u .
\]

**Solution.** Write \(z=Cw\), so that \(u\cdot z=\sigma\). Since \(u\cdot u=1\),

\[
(z-\sigma u)\cdot(z-\sigma u)=z\cdot z-2\sigma^2+\sigma^2=z\cdot z-\sigma^2 .
\]

Part (d) with \(y=w\) and \(w\cdot w=1\) gives \(z\cdot z\le\sigma^2\), so this squared length is at most zero. By (a) it is exactly zero, hence \(z=\sigma u\). The expansion is `hr`, and the vanishing length is `h0`.

```lean
/-- For a best determinant, `C` sends the beta orbital to the alpha orbital times the
overlap. -/
theorem image_beta {C : Matrix m n ℝ} {u : m → ℝ} {w : n → ℝ}
    (h : IsBestDeterminant C u w) : C *ᵥ w = overlap C u w • u := by
  have hb := image_norm_le h w
  rw [h.unit_beta, mul_one] at hb
  unfold overlap at hb ⊢
  generalize C *ᵥ w = z at hb ⊢
  -- the part of `C w` orthogonal to `u` has squared length at most zero
  have hr : (z - (u ⬝ᵥ z) • u) ⬝ᵥ (z - (u ⬝ᵥ z) • u) = z ⬝ᵥ z - (u ⬝ᵥ z) ^ 2 := by
    simp only [sub_dotProduct, dotProduct_sub, smul_dotProduct, dotProduct_smul,
      smul_eq_mul, h.unit_alpha]
    rw [dotProduct_comm z u]
    ring
  have h0 : (z - (u ⬝ᵥ z) • u) ⬝ᵥ (z - (u ⬝ᵥ z) • u) = 0 :=
    le_antisymm (by rw [hr]; linarith) (self_nonneg _)
  exact sub_eq_zero.mp (dotProduct_self_eq_zero.mp h0)
```

## (f) Vanishing single excitations and the largest eigenvalue

For a best determinant \((u,w)\) with overlap \(\sigma\), show that

\[
v^{T}Cw=0\ \text{ if } v\cdot u=0,\qquad
u^{T}Cv=0\ \text{ if } v\cdot w=0,
\]

\[
\sigma^2=\text{largest eigenvalue of }C^{T}C .
\]

**Solution.** By (b), the pair \((w,u)\) is best for \(C^{T}\), with the same overlap. Part (e) therefore also gives \(C^{T}u=\sigma w\). The two amplitudes follow:

\[
v^{T}Cw=\sigma\,v\cdot u=0,\qquad
u^{T}Cv=v^{T}C^{T}u=\sigma\,v\cdot w=0 .
\]

Next, \(C^{T}Cw=\sigma C^{T}u=\sigma^2w\) with \(w\neq0\), so \(\sigma^2\) is an eigenvalue. If \(C^{T}Cx=\mu x\) with \(x\neq0\), then (b) and (d) give

\[
\mu\,(x\cdot x)=(Cx)\cdot(Cx)\le\sigma^2(x\cdot x),
\]

and dividing by \(x\cdot x>0\) gives \(\mu\le\sigma^2\).

In Lean, `hT` is the spin-exchanged problem and `hα` the equation \(C^{T}u=\sigma w\). `IsGreatest` requires both that \(\sigma^2\) belongs to the set of eigenvalues and that it bounds them from above.

```lean
/-- A determinant of maximal overlap satisfies the Brueckner condition, and its squared
overlap is the largest eigenvalue of `Cᵀ C`. -/
theorem brueckner_of_best {C : Matrix m n ℝ} {u : m → ℝ} {w : n → ℝ}
    (h : IsBestDeterminant C u w) :
    IsBrueckner C u w ∧ IsGreatest (gramEigenvalues C) (overlap C u w ^ 2) := by
  -- the same problem with the spins exchanged
  have hT : IsBestDeterminant Cᵀ w u :=
    ⟨h.unit_beta, h.unit_alpha, fun w' u' hw hu => by
      rw [overlap_transpose, overlap_transpose]
      exact h.maximal u' w' hu hw⟩
  have hα := image_beta hT
  rw [overlap_transpose] at hα
  refine ⟨⟨fun v hv => ?_, fun v hv => ?_⟩, ⟨w, ?_, ?_⟩, ?_⟩
  · rw [overlap, image_beta h, dotProduct_smul, hv, smul_zero]
  · rw [← overlap_transpose, overlap, hα, dotProduct_smul, hv, smul_zero]
  · intro h0
    have h1 := h.unit_beta
    simp [h0] at h1
  · rw [← Matrix.mulVec_mulVec, image_beta h, Matrix.mulVec_smul, hα, smul_smul, pow_two]
  · rintro μ ⟨x, hx, hμ⟩
    have px : 0 < x ⬝ᵥ x :=
      lt_of_le_of_ne (self_nonneg x) fun h => hx (dotProduct_self_eq_zero.mp h.symm)
    have e := overlap_transpose C (C *ᵥ x) x
    unfold overlap at e
    rw [Matrix.mulVec_mulVec, hμ, dotProduct_smul, smul_eq_mul] at e
    have b := image_norm_le h x
    rw [← e] at b
    exact le_of_mul_le_mul_right b px
```

For a normalized two-electron state in a finite real orbital basis, the best squared overlap is thus the largest natural occupation number of the beta electron. Orbitals that remove the single excitations are the Brueckner orbitals of electronic structure theory.

### A state with occupations 0.9 and 0.1

Take

\[
C=\begin{pmatrix}3&0\\4&5\end{pmatrix},\qquad
C^{T}C=\begin{pmatrix}25&20\\20&25\end{pmatrix},
\]

with eigenvalues 45 and 5. The eigenvector for 45 is \(w=(1,1)/\sqrt2\), and \(Cw=(3,9)/\sqrt2=\sqrt{45}\,u\) with \(u=(1,3)/\sqrt{10}\). No unit pair exceeds \(\sqrt{45}\), since \(|Cy|^2\le45\) for every unit \(y\).

For \(v=(3,-1)/\sqrt{10}\), orthogonal to \(u\), one finds \(v^{T}Cw=(9-9)/\sqrt{20}=0\). For \(v=(1,-1)/\sqrt2\), orthogonal to \(w\), \(Cv=(3,-1)/\sqrt2\) and \(u^{T}Cv=(3-3)/\sqrt{20}=0\). As \(\sum_{ij}C_{ij}^2=50\), the normalized squared overlap is \(45/50=0.9\).

### One orbital for each spin

If \(C=(c)\), the unit vectors are \(\pm1\) and the best overlap is \(|c|\). The only \(v\) orthogonal to a unit vector is zero, so there are no single excitations to remove, and \(C^{T}C=(c^2)\). The value \(c=0\) represents no physical state; the definition then makes every normalized pair best, with overlap zero.

## (g) Compactness of the normalized orbitals

Show that the following set is compact:

\[
\{u: u\cdot u=1\}.
\]

**Solution.** Each \(u_i^2\) is at most the whole sum, so \(-1\le u_i\le1\) and the set lies in a compact box. It is closed because \(u\cdot u\) is continuous. A closed subset of a compact set is compact.

```lean
/-- The normalized orbitals form a compact set. -/
theorem isCompact_unit : IsCompact {u : m → ℝ | u ⬝ᵥ u = 1} := by
  refine (isCompact_Icc (a := (fun _ => -1 : m → ℝ))
    (b := (fun _ => 1 : m → ℝ))).of_isClosed_subset ?_ ?_
  · exact isClosed_eq (by simp only [dotProduct]; fun_prop) continuous_const
  · intro u hu
    have hi : ∀ i, u i * u i ≤ 1 := fun i =>
      le_of_le_of_eq (Finset.single_le_sum (f := fun j => u j * u j)
        (fun j _ => mul_self_nonneg (u j)) (Finset.mem_univ i)) hu
    exact ⟨fun i => by show -1 ≤ u i; nlinarith [hi i],
      fun i => by show u i ≤ 1; nlinarith [hi i]⟩
```

## (h) A best determinant exists

For nonempty orbital sets, show that some normalized pair \((u,w)\) attains the maximum:

\[
S(u',w')\le S(u,w)\quad\text{for all normalized }(u',w').
\]

**Solution.** By (g), the normalized pairs form a product of two compact sets. It is nonempty, since it contains pairs of basis orbitals. The overlap is a polynomial in the components, hence continuous, and attains its maximum there.

```lean
/-- Every two-electron state over nonempty orbital sets has a determinant of maximal
overlap. -/
theorem exists_best [Nonempty m] [Nonempty n] (C : Matrix m n ℝ) :
    ∃ u w, IsBestDeterminant C u w := by
  classical
  have hne : ({u : m → ℝ | u ⬝ᵥ u = 1} ×ˢ {w : n → ℝ | w ⬝ᵥ w = 1}).Nonempty :=
    ⟨(Pi.single (Classical.arbitrary m) 1, Pi.single (Classical.arbitrary n) 1),
      Set.mk_mem_prod (by simp) (by simp)⟩
  have hc : Continuous fun p : (m → ℝ) × (n → ℝ) => overlap C p.1 p.2 := by
    simp only [overlap, dotProduct, Matrix.mulVec]
    fun_prop
  obtain ⟨⟨u, w⟩, ⟨hu, hw⟩, hmax⟩ :=
    (isCompact_unit.prod isCompact_unit).exists_isMaxOn hne hc.continuousOn
  exact ⟨u, w, hu, hw, fun u' w' hu' hw' =>
    isMaxOn_iff.mp hmax (u', w') (Set.mk_mem_prod hu' hw')⟩
```

## (i) Recognizing a best determinant from its overlap

For a normalized pair \((u,w)\), show that

\[
(u,w)\text{ is best}\iff S(u,w)\ge0\ \text{ and }\ S(u,w)^2=\text{largest eigenvalue of }C^{T}C .
\]

**Solution.** If the pair is best, comparison with \((-u,w)\) gives \(-S(u,w)\le S(u,w)\), so \(S(u,w)\ge0\). The eigenvalue statement is (f).

Conversely, let \((u_0,w_0)\) be a best pair from (h). The orbital sets are nonempty because an empty sum could not equal 1. By (f), \(S(u_0,w_0)^2\) is the same largest eigenvalue. Both overlaps are nonnegative with equal squares, so they are equal, and \((u,w)\) attains the maximum as well.

The sign condition only fixes a phase: \((-u,w)\) describes the same physical determinant.

```lean
/-- A normalized pair has maximal overlap exactly when its overlap is nonnegative and the
square of the overlap is the largest eigenvalue of `Cᵀ C`. -/
theorem best_iff {C : Matrix m n ℝ} {u : m → ℝ} {w : n → ℝ}
    (hu : u ⬝ᵥ u = 1) (hw : w ⬝ᵥ w = 1) :
    IsBestDeterminant C u w ↔
      0 ≤ overlap C u w ∧ IsGreatest (gramEigenvalues C) (overlap C u w ^ 2) := by
  -- changing the sign of `u` shows that a maximal overlap is nonnegative
  have pos : ∀ u w, IsBestDeterminant C u w → 0 ≤ overlap C u w := by
    intro u w h
    have h1 := h.maximal (-u) w (by simp [h.unit_alpha]) h.unit_beta
    have h2 : overlap C (-u) w = -overlap C u w := by simp [overlap]
    linarith
  refine ⟨fun h => ⟨pos u w h, (brueckner_of_best h).2⟩, fun ⟨h, hg⟩ => ?_⟩
  have hm : Nonempty m := by
    rcases isEmpty_or_nonempty m with h | h
    · simp [dotProduct] at hu
    · exact h
  have hn : Nonempty n := by
    rcases isEmpty_or_nonempty n with h | h
    · simp [dotProduct] at hw
    · exact h
  -- compare with a best determinant, whose squared overlap is the same eigenvalue
  obtain ⟨u₀, w₀, h₀⟩ := exists_best C
  have e : overlap C u w = overlap C u₀ w₀ :=
    (sq_eq_sq₀ h (pos u₀ w₀ h₀)).mp (hg.unique (brueckner_of_best h₀).2)
  exact ⟨hu, hw, fun u' w' hu' hw' => by rw [e]; exact h₀.maximal u' w' hu' hw'⟩
```

## (j) A Brueckner determinant that is not the best one

For \(C=\operatorname{diag}(2,1)\) and \(u=w=(0,1)\), show that the Brueckner condition holds although

\[
S(u,w)=1<2=S(e_1,e_1),\qquad e_1=(1,0).
\]

**Solution.** A vector orthogonal to \((0,1)\) has the form \(v=(v_1,0)\). Since \(Cw=(0,1)\) and \(C^{T}u=(0,1)\), both \(v^{T}Cw\) and \(u^{T}Cv\) vanish. The two overlaps are the diagonal entries of \(C\), so the pair is not best. For the normalized state they are \(1/\sqrt5\approx0.447\) and \(2/\sqrt5\approx0.894\).

Vanishing single excitations therefore do not by themselves identify the dominant determinant, even with only two orbitals for each spin. Lean expands the sums over two components and refutes maximality with the pair \((e_1,e_1)\).

```lean
/-- For the state with coefficients `diag(2, 1)`, the determinant with each electron in the second
orbital of its own set satisfies the Brueckner condition but does not have maximal overlap. -/
theorem brueckner_not_sufficient :
    IsBrueckner !![(2 : ℝ), 0; 0, 1] ![0, 1] ![0, 1] ∧
      ¬ IsBestDeterminant !![(2 : ℝ), 0; 0, 1] ![0, 1] ![0, 1] := by
  refine ⟨⟨fun v hv => ?_, fun v hv => ?_⟩, fun h => ?_⟩
  · simp [overlap, dotProduct, Matrix.mulVec, Fin.sum_univ_two] at hv ⊢
    linarith
  · simp [overlap, dotProduct, Matrix.mulVec, Fin.sum_univ_two] at hv ⊢
    linarith
  · have h1 := h.maximal ![1, 0] ![1, 0] (by simp [dotProduct, Fin.sum_univ_two])
      (by simp [dotProduct, Fin.sum_univ_two])
    norm_num [overlap, dotProduct, Matrix.mulVec, Fin.sum_univ_two] at h1

end BruecknerTwoElectron
```

```lean
#print axioms BruecknerTwoElectron.best_iff
#print axioms BruecknerTwoElectron.brueckner_not_sufficient
```

```
'BruecknerTwoElectron.best_iff' depends on axioms: [propext, Classical.choice, Quot.sound]
'BruecknerTwoElectron.brueckner_not_sufficient' depends on axioms: [propext, Classical.choice, Quot.sound]
```
